# Geometric convergence of fixed-step descent on the Hylleraas functional for a symmetric operator with positive lower and upper bounds

The theorem `error_rate` bounds the error of fixed-step descent on the Hylleraas functional Re⟨x, A x⟩ + 2 Re⟨x, b⟩, where each update takes x to x − a(A x + b). The operator A is linear and symmetric on a complex inner product space of any dimension, and its normalised expectation values ⟨x, A x⟩/‖x‖² for non-zero x lie between g > 0 and M. If 0 < a, a M < 2 and y is a given solution of A y = −b, then after k updates the squared distance to y is at most (1 − a(2 − a M)g)^k times its initial value. The proof is by induction on k, with `error_contraction` bounding each step, and treats separately the case of a negative factor, which can occur only in the zero space.

The failing Lean file:

```lean
import Mathlib

open Filter Topology Matrix
open scoped ComplexOrder

namespace ErrorRate

noncomputable section

variable {E : Type*} [NormedAddCommGroup E] [InnerProductSpace ℂ E]

/-- The Hylleraas functional `J(x) = Re⟨x, A x⟩ + 2 Re⟨x, b⟩`. -/
def hylleraas (A : E →ₗ[ℂ] E) (b x : E) : ℝ :=
  (inner ℂ x (A x)).re + 2 * (inner ℂ x b).re

/-- One update with fixed step `a` against the residual: `x ↦ x - a (A x + b)`. -/
def descentStep (A : E →ₗ[ℂ] E) (b : E) (a : ℝ) (x : E) : E :=
  x - (a : ℂ) • (A x + b)

/-- For symmetric `A`, the Hylleraas functional along a search direction `r` is an explicit
quadratic polynomial in the step length `a`. -/
theorem hylleraas_along_line {A : E →ₗ[ℂ] E} (hA : A.IsSymmetric) (b x r : E) (a : ℝ) :
    hylleraas A b (x - (a : ℂ) • r) =
      hylleraas A b x - 2 * a * (inner ℂ r (A x + b)).re + a ^ 2 * (inner ℂ r (A r)).re := by
  -- the two cross terms have the same real part
  have hs : (inner ℂ x (A r)).re = (inner ℂ r (A x)).re := by
    rw [← hA x r, ← inner_conj_symm (A x) r, Complex.conj_re]
  simp only [hylleraas, map_sub, map_smul, inner_sub_left, inner_sub_right, inner_add_right,
    inner_smul_left, inner_smul_right, Complex.conj_ofReal, Complex.sub_re, Complex.add_re,
    Complex.re_ofReal_mul, hs]
  ring

/-- A symmetric `A` with `0 ≤ ⟨x, A x⟩ ≤ M ‖x‖²` and `M > 0` satisfies
`‖A x‖² ≤ M ⟨x, A x⟩`. -/
theorem norm_sq_apply_le {A : E →ₗ[ℂ] E} (hA : A.IsSymmetric) {M : ℝ} (hM : 0 < M)
    (hpos : ∀ x, 0 ≤ (inner ℂ x (A x)).re)
    (hAM : ∀ x, (inner ℂ x (A x)).re ≤ M * ‖x‖ ^ 2) (x : E) :
    ‖A x‖ ^ 2 ≤ M * (inner ℂ x (A x)).re := by
  obtain ⟨t, htM⟩ : ∃ t : ℝ, t * M = 1 := ⟨M⁻¹, inv_mul_cancel₀ hM.ne'⟩
  -- positivity of the quadratic form at the point `x - A x / M`
  have h := hylleraas_along_line hA 0 x (A x) t
  simp only [hylleraas, inner_zero_right, Complex.zero_re, mul_zero, add_zero] at h
  have h0 := hpos (x - (t : ℂ) • A x)
  have hr : (inner ℂ (A x) (A x)).re = ‖A x‖ ^ 2 := inner_self_eq_norm_sq (𝕜 := ℂ) (A x)
  rw [h, hr] at h0
  have h2 : t ^ 2 * (inner ℂ (A x) (A (A x))).re ≤ t * ‖A x‖ ^ 2 :=
    calc t ^ 2 * (inner ℂ (A x) (A (A x))).re ≤ t ^ 2 * (M * ‖A x‖ ^ 2) :=
          mul_le_mul_of_nonneg_left (hAM (A x)) (sq_nonneg t)
      _ = t * ‖A x‖ ^ 2 := by linear_combination t * ‖A x‖ ^ 2 * htM
  have h3 : 0 ≤ M * ((inner ℂ x (A x)).re - t * ‖A x‖ ^ 2) :=
    mul_nonneg hM.le (by linarith)
  have h4 : M * ((inner ℂ x (A x)).re - t * ‖A x‖ ^ 2) =
      M * (inner ℂ x (A x)).re - ‖A x‖ ^ 2 := by
    linear_combination (-‖A x‖ ^ 2) * htM
  linarith

/-- If `A` is symmetric with `g ‖x‖² ≤ ⟨x, A x⟩ ≤ M ‖x‖²`, `g > 0`, `M > 0`, and the step obeys
`0 < a`, `a M < 2`, then `‖x - a A x‖²` is at most `1 - a (2 - a M) g` times `‖x‖²`. -/
theorem error_contraction {A : E →ₗ[ℂ] E} (hA : A.IsSymmetric) {g M a : ℝ} (hg : 0 < g)
    (hM : 0 < M) (hAg : ∀ x, g * ‖x‖ ^ 2 ≤ (inner ℂ x (A x)).re)
    (hAM : ∀ x, (inner ℂ x (A x)).re ≤ M * ‖x‖ ^ 2) (ha : 0 < a) (haM : a * M < 2) (x : E) :
    ‖x - (a : ℂ) • A x‖ ^ 2 ≤ (1 - a * (2 - a * M) * g) * ‖x‖ ^ 2 := by
  have e := norm_sub_sq (𝕜 := ℂ) x ((a : ℂ) • A x)
  rw [inner_smul_right, norm_smul, mul_pow, Complex.norm_real, Real.norm_eq_abs, sq_abs] at e
  have e2 : RCLike.re ((a : ℂ) * inner ℂ x (A x)) = a * (inner ℂ x (A x)).re :=
    Complex.re_ofReal_mul _ _
  rw [e, e2]
  have hpos : ∀ x, 0 ≤ (inner ℂ x (A x)).re := fun x => le_trans (by positivity) (hAg x)
  have k1 := mul_le_mul_of_nonneg_left (norm_sq_apply_le hA hM hpos hAM x) (sq_nonneg a)
  have k2 := mul_le_mul_of_nonneg_left (hAg x)
    (mul_nonneg ha.le (by linarith : (0 : ℝ) ≤ 2 - a * M))
  nlinarith

/-- Geometric error bound: if `A` is symmetric with `g ‖x‖² ≤ ⟨x, A x⟩ ≤ M ‖x‖²`, `g > 0`, `M > 0`,
and the step obeys `0 < a`, `a M < 2`, then the squared distance to a solution `y` of `A y = -b`
after `k` updates is at most `(1 - a (2 - a M) g)^k` times its initial value. -/
theorem error_rate {A : E →ₗ[ℂ] E} (hA : A.IsSymmetric) {g M a : ℝ} (hg : 0 < g)
    (hM : 0 < M) (hAg : ∀ x, g * ‖x‖ ^ 2 ≤ (inner ℂ x (A x)).re)
    (hAM : ∀ x, (inner ℂ x (A x)).re ≤ M * ‖x‖ ^ 2) (ha : 0 < a) (haM : a * M < 2)
    {b y : E} (hy : A y = -b) (x₀ : E) (k : ℕ) :
    ‖(descentStep A b a)^[k] x₀ - y‖ ^ 2 ≤
      (1 - a * (2 - a * M) * g) ^ k * ‖x₀ - y‖ ^ 2 := by
  have hc := error_contraction hA hg hM hAg hAM ha haM
  by_cases hq : 0 ≤ 1 - a * (2 - a * M) * g
  · induction k with
    | zero => simp
    | succ k ih =>
      rw [Function.iterate_succ_apply']
      set z := (descentStep A b a)^[k] x₀
      -- the error evolves by the homogeneous iteration
      have hz : descentStep A b a z - y = (z - y) - (a : ℂ) • A (z - y) := by
        simp only [descentStep, map_sub, hy]
        module
      rw [hz, pow_succ']
      calc _ ≤ _ := hc (z - y)
        _ ≤ _ := mul_le_mul_of_nonneg_left ih hq
        _ = _ := by ring
  · -- a negative factor is possible only in the zero space
    have h0 : ∀ e : E, ‖e‖ ^ 2 = 0 := fun e => by
      have h1 := (sq_nonneg _).trans (hc e)
      nlinarith [sq_nonneg ‖e‖]
    rw [h0, h0, mul_zero]

end

end ErrorRate
```

Messages:

```
Try this:
  [apply] ring_nf
  
  The `ring` tactic failed to close the goal. Use `ring_nf` to obtain a normal form.
    
  Note that `ring` works primarily in *commutative* rings. If you have a noncommutative ring, abelian group or module, consider using `noncomm_ring`, `abel` or `module` instead.
Main.lean:97:17: error: unsolved goals
E : Type u_1
inst✝¹ : NormedAddCommGroup E
inst✝ : InnerProductSpace ℂ E
A : E →ₗ[ℂ] E
hA : A.IsSymmetric
g M a : ℝ
hg : 0 < g
hM : 0 < M
hAg : ∀ (x : E), g * ‖x‖ ^ 2 ≤ (inner ℂ x (A x)).re
hAM : ∀ (x : E), (inner ℂ x (A x)).re ≤ M * ‖x‖ ^ 2
ha : 0 < a
haM : a * M < 2
b y : E
hy : A y = -b
x₀ : E
hc : ∀ (x : E), ‖x - ↑a • A x‖ ^ 2 ≤ (1 - a * (2 - a * M) * g) * ‖x‖ ^ 2
hq : 0 ≤ 1 - a * (2 - a * M) * g
k : ℕ
z : E := (descentStep A b a)^[k] x₀
ih : ‖z - y‖ ^ 2 ≤ (1 - a * (2 - a * M) * g) ^ k * ‖x₀ - y‖ ^ 2
hz : descentStep A b a z - y = z - y - ↑a • A (z - y)
⊢ -(a * g * ‖x₀ - y‖ ^ 2 * (1 - a * g * 2 + a ^ 2 * M * g) ^ k * 2) +
        a ^ 2 * M * g * ‖x₀ - y‖ ^ 2 * (1 - a * g * 2 + a ^ 2 * M * g) ^ k +
      ‖x₀ - y‖ ^ 2 * (1 - a * g * 2 + a ^ 2 * M * g) ^ k =
    ?m.334
Main.lean:95:11: error: invalid 'calc' step, left-hand side is
  ‖z - y - ↑a • A (z - y)‖ ^ 2 : ℝ
but is expected to be
  ‖z - y - ↑a • A (z - y)‖ * ‖z - y - ↑a • A (z - y)‖ ^ 1 : ℝ
```

What went wrong. The rewrite with `pow_succ'` was meant to split the power `k + 1` on the right of the goal. But its pattern, a power with a successor exponent, also fits a square, and it matched the squared norm on the left first. That turned `‖…‖ ^ 2` into `‖…‖ * ‖…‖ ^ 1`, which is the left-hand side the second message says was expected. The `calc` chain starts from the square given by `hc (z - y)`, so Lean rejects it.

The first message concerns the last step of the chain. Its right-hand side was written `_` and was still unknown, shown as `?m.334`, when `ring` ran, so `ring` had no definite equation to prove.

The repair drops `pow_succ'`, so the left side stays a square and agrees with `hc (z - y)`. It also replaces the `calc` block with a single `exact` term that chains the same two inequalities. There the goal supplies the right-hand side of the final equality, and `ring` proves it, dealing with the power `k + 1` itself.

The mended proof, as a diff:

```diff
@@ -92,8 +92,6 @@
         simp only [descentStep, map_sub, hy]
         module
-      rw [hz, pow_succ']
-      calc _ ≤ _ := hc (z - y)
-        _ ≤ _ := mul_le_mul_of_nonneg_left ih hq
-        _ = _ := by ring
+      rw [hz]
+      exact (hc (z - y)).trans ((mul_le_mul_of_nonneg_left ih hq).trans_eq (by ring))
   · -- a negative factor is possible only in the zero space
     have h0 : ∀ e : E, ‖e‖ ^ 2 = 0 := fun e => by
```
